# Time-reversal symmetry halves the size of the Bethe–Salpeter determinant for complex blocks

With real orbitals, the excitation energies of the full Bethe–Salpeter problem can be found from the half-size product $(A-B)(A+B)$, whose eigenvalues are the squared energies. With complex orbitals this recipe can give wrong energies. Take two transitions with

$$A=\begin{pmatrix}2&i\\-i&2\end{pmatrix},\qquad B=\begin{pmatrix}i&1\\1&-i\end{pmatrix}.$$

The product $(A-B)(A+B)$ has eigenvalues $1$ and $9$, which suggests energies $1$ and $3$. The full matrix

$$H=\begin{pmatrix}A&B\\-\bar B&-\bar A\end{pmatrix}$$

has eigenvalues $\pm1$ and $\pm\sqrt5$. The recipe fails because it ignores the complex conjugates in the lower row.

Time-reversal symmetry repairs it. Let $T$ be the permutation matrix that exchanges each transition with its time-reversed partner, and suppose $\bar A=TAT$ and $\bar B=TBT$. With $B'=BT$,

$$\det(w-H)=\det\!\big(w^2-(A-B')(A+B')\big)\qquad\text{for all } w\in\mathbb C .$$

For a finite set of transitions with this symmetry and a static kernel, the excitation energies therefore follow from an eigenvalue problem of half the dimension, even when the orbitals are complex.

## Transitions, partners and blocks

The transitions are labelled by a finite type `n`, for instance valence–conduction pairs on a finite $k$ grid.

```lean
import Mathlib

open Matrix

namespace BetheSalpeterTimeReversal

variable {n : Type*} [Fintype n] [DecidableEq n]
```

A map $\sigma$ sends each transition to its partner, and $T_{ij}=1$ if $\sigma(i)=j$, and $0$ otherwise.

```lean
/-- The matrix `T` with entry `1` at `(i, j)` if `σ i = j`, and `0` otherwise. If `σ` is an
involution, `T` is the permutation matrix that exchanges partners. -/
def pairSwap (σ : n → n) : Matrix n n ℂ :=
  Matrix.of fun i j => if σ i = j then 1 else 0
```

The theorems below take $\sigma$ to be an involution, $\sigma(\sigma(i))=i$. The symmetry condition $\bar M=TMT$ then reads $\overline{M_{ij}}=M_{\sigma(i)\sigma(j)}$ in components.

```lean
/-- Time-reversal symmetry of a matrix: `conj M = T M T`. -/
def TimeReversal (σ : n → n) (M : Matrix n n ℂ) : Prop :=
  M.map star = pairSwap σ * M * pairSwap σ
```

This condition is assumed of the blocks, not derived from a Hamiltonian. It stands for equal orbital-energy differences in partner transitions, a real interaction kernel and a phase convention in which the orbitals of a partner transition are the complex conjugates of the original ones. Since $T$ contains only zeros and ones, a pairing that carries extra signs or phases, as can occur with spinors, is covered only if the basis absorbs them.

The resonant block $A$ and the coupling block $B$ form the full matrix. In Lean, `M.map star` is the entrywise conjugate $\bar M$, and the index type `n ⊕ n` holds one resonant and one antiresonant copy of each transition.

```lean
/-- The full Bethe-Salpeter matrix `[[A, B], [-conj B, -conj A]]`, with resonant block `A`
and coupling block `B`. -/
def bseH (A B : Matrix n n ℂ) : Matrix (n ⊕ n) (n ⊕ n) ℂ :=
  fromBlocks A B (-(B.map star)) (-(A.map star))
```

The target of the first transformation has no conjugates:

$$R=\begin{pmatrix}A&C\\-C&-A\end{pmatrix}.$$

```lean
/-- The reduced form `[[A, C], [-C, -A]]`, free of complex conjugates. -/
def reducedH (A C : Matrix n n ℂ) : Matrix (n ⊕ n) (n ⊕ n) ℂ :=
  fromBlocks A C (-C) (-A)
```

The transformation itself is $S=\mathrm{diag}(1,T)$, which relabels the antiresonant transitions by their partners.

```lean
/-- The block matrix `diag(1, T)`. If `σ` is an involution, it is the change of basis that relabels
the antiresonant transitions by their partners. -/
def frame (σ : n → n) : Matrix (n ⊕ n) (n ⊕ n) ℂ :=
  fromBlocks 1 0 0 (pairSwap σ)
```

## Hermitian half-size factors

Row $i$ of $T$ has its single entry in column $\sigma(i)$, so $(T^2)_{ij}=1$ exactly when $\sigma(\sigma(i))=j$, that is, when $i=j$. Hence $T^2=1$.

```lean
/-- Exchanging partners twice under an involution does nothing: `T² = 1`. -/
theorem pairSwap_sq {σ : n → n} (hσ : Function.Involutive σ) :
    pairSwap σ * pairSwap σ = 1 := by
  ext i j
  simp only [pairSwap, Matrix.mul_apply, Matrix.of_apply, Matrix.one_apply, ite_mul, one_mul,
    zero_mul, Finset.sum_ite_eq, Finset.mem_univ, if_true]
  rw [hσ i]
```

The conditions $\sigma(j)=i$ and $\sigma(i)=j$ are equivalent, so $T^\dagger=T$. If $B$ is symmetric, then $B^\dagger=\bar B$, and

$$(BT)^\dagger=T\bar B=T\,TBT=BT .$$

The Lean proof establishes $T^\dagger=T$ and $B^\dagger=\bar B$ first, and its last line is this chain.

```lean
/-- For a symmetric, time-reversal symmetric coupling block `B` and an involution `σ`,
the matrix `B' = B T` is Hermitian. -/
theorem coupling_isHermitian {σ : n → n} (hσ : Function.Involutive σ)
    {B : Matrix n n ℂ} (hs : B.IsSymm) (hB : TimeReversal σ B) :
    (B * pairSwap σ).IsHermitian := by
  have hT : (pairSwap σ)ᴴ = pairSwap σ := by
    ext i j
    have h : (σ j = i) ↔ (σ i = j) :=
      ⟨fun h => by rw [← h, hσ j], fun h => by rw [← h, hσ i]⟩
    rw [conjTranspose_apply]
    simp only [pairSwap, Matrix.of_apply, h]
    split_ifs <;> simp
  have hB' : B.map star = pairSwap σ * B * pairSwap σ := hB
  have hc : Bᴴ = B.map star := by
    change Bᵀ.map star = B.map star
    rw [hs.eq]
  change (B * pairSwap σ)ᴴ = B * pairSwap σ
  rw [conjTranspose_mul, hT, hc, hB', ← mul_assoc, ← mul_assoc, pairSwap_sq hσ, one_mul]
```

If $A$ is Hermitian as well, so are $A-B'$ and $A+B'$, as a difference and a sum of Hermitian matrices.

```lean
/-- For Hermitian `A`, symmetric and time-reversal symmetric `B`, and an involution `σ`, both
half-size factors `A - B'` and `A + B'` with `B' = B T` are Hermitian. -/
theorem factors_isHermitian {σ : n → n} (hσ : Function.Involutive σ)
    {A B : Matrix n n ℂ} (hA : A.IsHermitian) (hs : B.IsSymm) (hB : TimeReversal σ B) :
    (A - B * pairSwap σ).IsHermitian ∧ (A + B * pairSwap σ).IsHermitian :=
  ⟨hA.sub (coupling_isHermitian hσ hs hB), hA.add (coupling_isHermitian hσ hs hB)⟩
```

Their product need not be Hermitian. If $A-B'$ is also positive definite, the product is similar to the Hermitian matrix $(A-B')^{1/2}(A+B')(A-B')^{1/2}$, and the squared energies are real; that positivity is an additional physical assumption, which the theorems here neither make nor use.

## Removing the complex conjugates

From here on only the time-reversal relations matter; Hermiticity of $A$ and symmetry of $B$ are not used. Since $S^2=1$, conjugation by $S$ is a similarity transformation:

$$SHS=\begin{pmatrix}A&BT\\-T\bar B&-T\bar AT\end{pmatrix}.$$

Inserting the symmetry relations gives $T\bar B=T^2BT=B'$ and $T\bar AT=T^2AT^2=A$, so $SHS$ is $R$ with $C=B'$.

The proof turns on a pair of Mathlib lemmas about `fromBlocks`. The lemma `fromBlocks_multiply` writes a product of block matrices as a block matrix of sums of products, and `fromBlocks_inj` says that two block matrices are equal exactly when their four blocks are. With $N$ the number of transitions, they together turn a claim about $2N\times2N$ matrices into four identities between $N\times N$ matrices, with the order of the factors preserved. Here the four identities are those just computed, and the auxiliary facts `hl` and `hr` cancel the pairs of $T$.

```lean
/-- For time-reversal symmetric blocks and an involution `σ`, the basis change `diag(1, T)`
is its own inverse and turns the full matrix into `[[A, B'], [-B', -A]]` with `B' = B T`. -/
theorem bseH_similar {σ : n → n} (hσ : Function.Involutive σ) {A B : Matrix n n ℂ}
    (hA : TimeReversal σ A) (hB : TimeReversal σ B) :
    frame σ * frame σ = 1 ∧
      frame σ * bseH A B * frame σ = reducedH A (B * pairSwap σ) := by
  have hT := pairSwap_sq hσ
  have hA' : A.map star = pairSwap σ * A * pairSwap σ := hA
  have hB' : B.map star = pairSwap σ * B * pairSwap σ := hB
  have hl : ∀ M : Matrix n n ℂ, pairSwap σ * (pairSwap σ * M * pairSwap σ)
      = M * pairSwap σ := fun M => by rw [← mul_assoc, ← mul_assoc, hT, one_mul]
  have hr : ∀ M : Matrix n n ℂ, M * pairSwap σ * pairSwap σ = M :=
    fun M => by rw [mul_assoc, hT, mul_one]
  constructor
  · simp [frame, fromBlocks_multiply, hT]
  · simp only [frame, bseH, reducedH, hA', hB', fromBlocks_multiply]
    rw [fromBlocks_inj]
    exact ⟨by simp, by simp, by simp [hl], by simp [hl, hr]⟩
```

## Determinants under a change of basis

Suppose $PH=KP$ with $P$ invertible. Then $P(w-H)=(w-K)P$. Taking determinants and cancelling $\det P\neq0$ gives $\det(w-H)=\det(w-K)$. In the code, `congrArg Matrix.det` takes the determinant of both sides.

```lean
/-- Two matrices intertwined by an invertible `P` have the same characteristic determinant. -/
theorem det_eq_of_intertwine {m : Type*} [Fintype m] [DecidableEq m]
    {P Q H K : Matrix m m ℂ} (hPQ : P * Q = 1) (h : P * H = K * P) (w : ℂ) :
    (w • (1 : Matrix m m ℂ) - H).det = (w • (1 : Matrix m m ℂ) - K).det := by
  have hd : P.det * Q.det = 1 := by rw [← det_mul, hPQ, det_one]
  have hP : P.det ≠ 0 := by
    intro h0
    rw [h0, zero_mul] at hd
    exact zero_ne_one hd
  have h2 : P * (w • (1 : Matrix m m ℂ) - H) = (w • (1 : Matrix m m ℂ) - K) * P := by
    rw [mul_sub, sub_mul, h]
    simp
  have h3 := congrArg Matrix.det h2
  rw [det_mul, det_mul, mul_comm] at h3
  exact mul_right_cancel₀ hP h3
```

## The determinant of an off-diagonal problem

The next identity is

$$\det\begin{pmatrix}w&-C\\-D&w\end{pmatrix}=\det(w^2-CD).$$

For $w\neq0$, eliminate the lower left block:

$$\begin{pmatrix}w&-C\\-D&w\end{pmatrix}\begin{pmatrix}w&0\\D&1\end{pmatrix}=\begin{pmatrix}w^2-CD&-C\\0&w\end{pmatrix}.$$

Both triangular matrices contribute a factor $\det(w\,1)=w^N$, which cancels.

At $w=0$ that factor may vanish, so a different multiplier is needed. The block rotation $J=\begin{pmatrix}0&1\\-1&0\end{pmatrix}$ is a product of three shears and has determinant one. It gives

$$\begin{pmatrix}0&-C\\-D&0\end{pmatrix}J=\begin{pmatrix}C&0\\0&-D\end{pmatrix},$$

whose determinant is $\det C\,\det(-D)=\det(-CD)$. The Lean proof splits into the same two cases, with $w=0$ first.

```lean
/-- A block matrix with `w` on the diagonal and `-C`, `-D` off it has determinant
`det(w² - C D)`, for every complex `w`. -/
theorem det_offDiagonal (w : ℂ) (C D : Matrix n n ℂ) :
    (fromBlocks (w • (1 : Matrix n n ℂ)) (-C) (-D) (w • (1 : Matrix n n ℂ))).det
      = (w ^ 2 • (1 : Matrix n n ℂ) - C * D).det := by
  by_cases hw : w = 0
  · subst hw
    -- a block rotation, a product of three shears, has determinant one
    have hU : fromBlocks (1 : Matrix n n ℂ) (1 : Matrix n n ℂ) 0 (1 : Matrix n n ℂ)
        * fromBlocks (1 : Matrix n n ℂ) 0 (-1 : Matrix n n ℂ) (1 : Matrix n n ℂ)
        * fromBlocks (1 : Matrix n n ℂ) (1 : Matrix n n ℂ) 0 (1 : Matrix n n ℂ)
        = fromBlocks 0 (1 : Matrix n n ℂ) (-1 : Matrix n n ℂ) 0 := by
      simp [fromBlocks_multiply]
    have hJ : (fromBlocks 0 (1 : Matrix n n ℂ) (-1 : Matrix n n ℂ) 0).det = 1 := by
      rw [← hU, det_mul, det_mul, det_fromBlocks_zero₂₁, det_fromBlocks_zero₁₂]
      simp
    have h : fromBlocks 0 (-C) (-D) 0
        * fromBlocks 0 (1 : Matrix n n ℂ) (-1 : Matrix n n ℂ) 0
        = fromBlocks C 0 0 (-D) := by
      simp [fromBlocks_multiply]
    have h2 := congrArg Matrix.det h
    rw [det_mul, hJ, mul_one, det_fromBlocks_zero₂₁, ← det_mul] at h2
    rw [zero_smul, h2]
    congr 1
    simp
  · -- eliminate the lower left block
    have h : fromBlocks (w • (1 : Matrix n n ℂ)) (-C) (-D) (w • (1 : Matrix n n ℂ))
        * fromBlocks (w • (1 : Matrix n n ℂ)) 0 D (1 : Matrix n n ℂ)
        = fromBlocks (w ^ 2 • (1 : Matrix n n ℂ) - C * D) (-C) 0
            (w • (1 : Matrix n n ℂ)) := by
      rw [fromBlocks_multiply, fromBlocks_inj]
      exact ⟨by simp [smul_smul, sq, sub_eq_add_neg], by simp, by simp, by simp⟩
    have h2 := congrArg Matrix.det h
    rw [det_mul, det_fromBlocks_zero₁₂, det_fromBlocks_zero₂₁, det_one, mul_one] at h2
    have hd : (w • (1 : Matrix n n ℂ)).det ≠ 0 := by
      rw [det_smul, det_one, mul_one]
      exact pow_ne_zero _ hw
    exact mul_right_cancel₀ hd h2
```

## The half-size determinant

Let $(X,Y)$ be the two components of a vector in the reduced basis. Adding and subtracting the rows of $R\,(X,Y)^{\mathsf T}=w\,(X,Y)^{\mathsf T}$ gives

$$(A-B')(X-Y)=w(X+Y),\qquad (A+B')(X+Y)=w(X-Y).$$

In matrix form, with $P=\begin{pmatrix}1&1\\1&-1\end{pmatrix}$,

$$PR=\begin{pmatrix}0&A-B'\\A+B'&0\end{pmatrix}P .$$

The inverse of $P$ is $P/2$. The previous identity with $C=A-B'$ and $D=A+B'$ now gives the result.

The Lean proof applies `det_eq_of_intertwine` twice, first for $S$ and then for $P$. Between the two it renames $B'$ as `C`, which is not the $C$ of the previous identity. The matrix `q` is half the identity, and `noncomm_ring` checks the four block identities without commuting any factors.

```lean
/-- For time-reversal symmetric blocks and an involution `σ`, the full Bethe-Salpeter problem
halves in size: `det(w - H) = det(w² - (A - B')(A + B'))` for all complex `w`, `B' = B T`. -/
theorem det_bseH {σ : n → n} (hσ : Function.Involutive σ) {A B : Matrix n n ℂ}
    (hA : TimeReversal σ A) (hB : TimeReversal σ B) (w : ℂ) :
    (w • (1 : Matrix (n ⊕ n) (n ⊕ n) ℂ) - bseH A B).det
      = (w ^ 2 • (1 : Matrix n n ℂ)
          - (A - B * pairSwap σ) * (A + B * pairSwap σ)).det := by
  obtain ⟨h1, h2⟩ := bseH_similar hσ hA hB
  have h3 : frame σ * bseH A B = reducedH A (B * pairSwap σ) * frame σ := by
    rw [← h2, mul_assoc (frame σ * bseH A B), h1, mul_one]
  rw [det_eq_of_intertwine h1 h3]
  generalize B * pairSwap σ = C
  -- pass to sums and differences of the two components
  obtain ⟨q, hq⟩ : ∃ q : Matrix n n ℂ, q + q = 1 :=
    ⟨(1 / 2 : ℂ) • 1, by rw [← add_smul]; norm_num⟩
  have hPQ : fromBlocks (1 : Matrix n n ℂ) 1 1 (-1) * fromBlocks q q q (-q) = 1 := by
    simp [fromBlocks_multiply, hq]
  have hK : fromBlocks (1 : Matrix n n ℂ) 1 1 (-1) * reducedH A C
      = fromBlocks 0 (A - C) (A + C) 0 * fromBlocks (1 : Matrix n n ℂ) 1 1 (-1) := by
    simp only [reducedH, fromBlocks_multiply]
    rw [fromBlocks_inj]
    exact ⟨by noncomm_ring, by noncomm_ring, by noncomm_ring, by noncomm_ring⟩
  rw [det_eq_of_intertwine hPQ hK, ← det_offDiagonal]
  congr 1
  rw [← fromBlocks_one, fromBlocks_smul, sub_eq_add_neg, fromBlocks_neg, fromBlocks_add]
  simp
```

Thus $w$ is an eigenvalue of $H$ exactly when $w^2$ is an eigenvalue of $(A-B')(A+B')$. The theorem concerns determinants; it does not construct the eigenvectors needed for oscillator strengths.

The smallest non-empty case is a single transition that is its own partner. Then $T=1$, the symmetry conditions make the numbers $a$ and $b$ real, and the determinant is $w^2-(a^2-b^2)$. The energies are $\pm\sqrt{a^2-b^2}$, which are imaginary when $|b|>|a|$.

## The Tamm–Dancoff limit

Without coupling, $B'=0$ and the half-size matrix is $A^2$. Since $w$ commutes with $A$,

$$\det(w^2-A^2)=\det(w-A)\,\det(w+A).$$

The first factor is the Tamm–Dancoff problem, and the second gives the same energies with opposite sign. The proof checks that the zero matrix satisfies the time-reversal condition, applies `det_bseH` and factorises.

```lean
/-- Tamm-Dancoff case: without coupling, and with `A` time-reversal symmetric under an
involution `σ`, the determinant factorises as `det(w - A) det(w + A)`. -/
theorem det_tammDancoff {σ : n → n} (hσ : Function.Involutive σ) {A : Matrix n n ℂ}
    (hA : TimeReversal σ A) (w : ℂ) :
    (w • (1 : Matrix (n ⊕ n) (n ⊕ n) ℂ) - bseH A 0).det
      = (w • (1 : Matrix n n ℂ) - A).det * (w • (1 : Matrix n n ℂ) + A).det := by
  have h0 : TimeReversal σ (0 : Matrix n n ℂ) := by
    unfold TimeReversal
    ext i j
    simp
  rw [det_bseH hσ hA h0, ← det_mul]
  congr 1
  simp only [zero_mul, sub_zero, add_zero, sub_mul, mul_add, smul_mul_assoc,
    mul_smul_comm, one_mul, mul_one, sq]
  module
```

## The two-transition example

The blocks from the opening satisfy every symmetry hypothesis when $\sigma$ exchanges the two transitions, written `![1, 0]` in Lean. Multiplication by $T$ swaps the columns of $B$, so

$$B'=\begin{pmatrix}1&i\\-i&1\end{pmatrix},\qquad A-B'=1,\qquad A+B'=\begin{pmatrix}3&2i\\-2i&3\end{pmatrix}.$$

The product has eigenvalues $1$ and $5$, which gives the correct energies $\pm1$ and $\pm\sqrt5$. The theorem below verifies the symmetry hypotheses entry by entry; the eigenvalues come from the short calculation above.

```lean
/-- Two transitions exchanged by time reversal, with the complex blocks `A = [[2, i], [-i, 2]]`
and `B = [[i, 1], [1, -i]]`, meet all the symmetry hypotheses. -/
theorem timeReversal_witness :
    Function.Involutive (![1, 0] : Fin 2 → Fin 2) ∧
      (!![2, Complex.I; -Complex.I, 2] : Matrix (Fin 2) (Fin 2) ℂ).IsHermitian ∧
      (!![Complex.I, 1; 1, -Complex.I] : Matrix (Fin 2) (Fin 2) ℂ).IsSymm ∧
      TimeReversal ![1, 0] !![2, Complex.I; -Complex.I, 2] ∧
      TimeReversal ![1, 0] !![Complex.I, 1; 1, -Complex.I] := by
  refine ⟨?_, ?_, ?_, ?_, ?_⟩
  · intro i
    fin_cases i <;> rfl
  · unfold Matrix.IsHermitian
    ext i j
    fin_cases i <;> fin_cases j <;> simp [conjTranspose_apply]
  · unfold Matrix.IsSymm
    ext i j
    fin_cases i <;> fin_cases j <;> simp [transpose_apply]
  · have h2 : (starRingEnd ℂ) 2 = 2 := by apply Complex.ext <;> simp
    unfold TimeReversal
    ext i j
    fin_cases i <;> fin_cases j <;>
      simp [pairSwap, Matrix.mul_apply, Fin.sum_univ_succ, h2]
  · unfold TimeReversal
    ext i j
    fin_cases i <;> fin_cases j <;>
      simp [pairSwap, Matrix.mul_apply, Fin.sum_univ_succ]

end BetheSalpeterTimeReversal
```

```lean
#print axioms BetheSalpeterTimeReversal.factors_isHermitian
#print axioms BetheSalpeterTimeReversal.det_bseH
#print axioms BetheSalpeterTimeReversal.det_tammDancoff
```

```
'BetheSalpeterTimeReversal.factors_isHermitian' depends on axioms: [propext, Classical.choice, Quot.sound]
'BetheSalpeterTimeReversal.det_bseH' depends on axioms: [propext, Classical.choice, Quot.sound]
'BetheSalpeterTimeReversal.det_tammDancoff' depends on axioms: [propext, Classical.choice, Quot.sound]
```
